# On a finite ring, truncating a band's hoppings is the least-squares fit by the hoppings kept

Take a single band $E_k=\sum_R e^{2\pi i kR/N}\,t(R)$ on a ring of $N$ cells. Its hoppings $t(R)$ are understood to include the on-site energy $t(0)$. Fix a set $S$ of lattice vectors. Among all bands $E'_k$ whose hoppings vanish outside $S$, the smallest value of the mean square error

$$\frac1N\sum_k |E_k-E'_k|^2 \quad\text{is}\quad \sum_{R\notin S}|t(R)|^2 .$$

Exactly one band reaches it: the one that keeps the hoppings of $E$ in $S$ unchanged and sets the others to zero. If $E$ is real and $S$ contains $-R$ along with each $R$, this optimal band is real too.

## A band and its hoppings

The ring has $N\ge 1$ cells and periodic boundary conditions. Lattice vectors $R$ and crystal momenta $k$ are both integers modulo $N$; with lattice constant $\ell$, the label $k$ stands for the wave number $2\pi k/(N\ell)$. The hoppings of the band are

$$t(R)=\frac1N\sum_k e^{-2\pi i kR/N}E_k .$$

For normalised Bloch states $\psi_k$ and Wannier functions $w_R=N^{-1/2}\sum_k e^{-2\pi i kR/N}\psi_k$, this is the matrix element $\langle w_0|H|w_R\rangle$. A change of phase $\psi_k\to e^{i\varphi_k}\psi_k$ alters the Wannier functions but not $t(R)$, so for a single band the hoppings can be defined from the energies alone.

Tight-binding models built from Wannier functions are often shortened by dropping distant hoppings. For one band on a finite ring, with all momenta weighted equally, the result says that readjusting the remaining hoppings afterwards can't lower the mean square error.

## The statement in Lean's terms

A band is any function `E : ZMod N → ℂ`. Complex values are allowed, so the main theorem doesn't require a Hermitian Hamiltonian. The assumption `[NeZero N]` excludes only $N=0$.

The physical quantities correspond to these definitions:

- `ZMod.stdAddChar x` is the phase $e^{2\pi i x/N}$.
- `hopping E R` is $t(R)$, with the minus sign in the exponent and the factor $1/N$.
- `bloch t k` is the Bloch sum $\sum_R e^{2\pi i kR/N}t(R)$, without a prefactor.
- `meanSqError E E'` is the mean of $|E_k-E'_k|^2$ over the $N$ momenta.
- `HoppingsIn S E` says that every hopping of $E$ outside $S$ is zero.
- `truncate S E` is the Bloch sum of the hoppings of $E$ in $S$.

The theorem `truncation_optimal` has two parts. In the first, the set `meanSqError E '' {E' | HoppingsIn S E'}` collects the errors of all admissible bands, and `IsLeast` says that the discarded weight $\sum_{R\notin S}|t(R)|^2$ belongs to this set and is a lower bound for it. The second says that an admissible band has this error if and only if it equals `truncate S E`.

The theorem `truncate_real` starts from real energies, `E : ZMod N → ℝ`, and assumes that $-R\in S$ whenever $R\in S$. Physically, a hop and its reverse are kept or dropped together. The conclusion is that the truncated band has zero imaginary part at every $k$, so the shortened Hamiltonian is still Hermitian.

The set $S$ is arbitrary and need not be short-ranged. It may be empty, in which case the fit is the zero band, or contain all lattice vectors, in which case the error is zero. The theorems treat one band in one dimension, on the $N$ momenta of the ring. They don't cover several coupled bands, errors weighted towards part of the spectrum, the largest error at any single momentum, or energies interpolated between the mesh points.

## From orthogonal phases to the discarded weight

**Orthogonality.** For an integer $a$ modulo $N$, put $\omega=e^{2\pi i a/N}$. If $a=0$, every term of $\sum_x\omega^x$ is 1 and the sum is $N$. If $a\neq0$, then $\omega\ne1$ while $\omega^N=1$, and the geometric series gives $(\omega^N-1)/(\omega-1)=0$. Hence

$$\sum_x e^{2\pi i xa/N}=N\,\delta_{a,0}.$$

**Inversion.** The Bloch sum of the hoppings returns the band:

$$\sum_R e^{2\pi i kR/N}t(R)=\frac1N\sum_q\Big(\sum_R e^{2\pi i R(k-q)/N}\Big)E_q=E_k .$$

Conversely, if a band is built as a Bloch sum of given amplitudes $t(Q)$, its hoppings are those amplitudes:

$$\frac1N\sum_k e^{-2\pi i kR/N}\sum_Q e^{2\pi i kQ/N}t(Q)=\frac1N\sum_Q\Big(\sum_k e^{2\pi i k(Q-R)/N}\Big)t(Q)=t(R).$$

**Parseval's identity.** Conjugating the definition of $t(R)$ gives $\sum_k e^{2\pi i kR/N}\overline{E_k}=N\,\overline{t(R)}$. Expand one factor of $|E_k|^2$ in hoppings and exchange the sums:

$$\sum_k|E_k|^2=\sum_k\overline{E_k}\sum_R e^{2\pi i kR/N}t(R)=\sum_R\Big(\sum_k e^{2\pi i kR/N}\overline{E_k}\Big)t(R)=N\sum_R|t(R)|^2 .$$

Dividing by $N$, the mean of $|E_k|^2$ is the sum of $|t(R)|^2$.

**Splitting the error.** Let $E'$ have hoppings $t'(R)$ that vanish outside $S$. The definition of the hoppings is linear, so $E-E'$ has hoppings $t(R)-t'(R)$. Parseval's identity for this difference gives

$$\frac1N\sum_k|E_k-E'_k|^2=\sum_{R\notin S}|t(R)|^2+\sum_{R\in S}|t(R)-t'(R)|^2 .$$

The first term doesn't depend on $E'$. The second is non-negative, so the first is a lower bound for the error.

**The minimum and its uniqueness.** The truncated band has $t'(R)=t(R)$ in $S$ and $t'(R)=0$ elsewhere, by the second inversion. It is therefore admissible, its second term is zero, and it reaches the bound. Conversely, if some admissible $E'$ reaches the bound, its second term is zero. A sum of non-negative terms vanishes only if each term does, so $t'(R)=t(R)$ for every $R\in S$. All hoppings of $E'$ then agree with those of the truncated band, and the first inversion makes the two bands equal.

**Real bands.** If $E_k$ is real, conjugating the definition gives $\overline{t(R)}=t(-R)$. Write $E^S_k=\sum_{R\in S}e^{2\pi i kR/N}t(R)$ for the truncated band. Then

$$\overline{E^S_k}=\sum_{R\in S}e^{2\pi i k(-R)/N}\,t(-R)=\sum_{R\in S}e^{2\pi i kR/N}\,t(R)=E^S_k ,$$

where the middle step relabels $R\to-R$, which maps $S$ onto itself. Without the symmetry of $S$ this can fail: for $N=3$ and $S=\{1\}$ with $t(1)\neq0$, the truncated band is $t(1)e^{2\pi i k/3}$, and these three values can't all be real.

## The definitions and theorems in Lean

```lean
import Mathlib

open scoped ComplexConjugate

namespace TruncatedWannierHoppings

noncomputable section

variable {N : ℕ} [NeZero N]

/-- The band obtained as the Bloch sum of the hoppings `t R` on a ring of `N` cells. -/
def bloch (t : ZMod N → ℂ) (k : ZMod N) : ℂ :=
  ∑ R, ZMod.stdAddChar (k * R) * t R

/-- The hopping amplitude of the band `E` at lattice vector `R`. -/
def hopping (E : ZMod N → ℂ) (R : ZMod N) : ℂ :=
  (N : ℂ)⁻¹ * ∑ k, ZMod.stdAddChar (-(k * R)) * E k

/-- The mean over crystal momenta of the squared distance between two bands. -/
def meanSqError (E E' : ZMod N → ℂ) : ℝ :=
  (∑ k, ‖E k - E' k‖ ^ 2) / N

/-- All hoppings of the band `E` vanish outside the set `S` of lattice vectors. -/
def HoppingsIn (S : Finset (ZMod N)) (E : ZMod N → ℂ) : Prop :=
  ∀ R, R ∉ S → hopping E R = 0

/-- The band that keeps the hoppings of `E` in `S` and drops all others. -/
def truncate (S : Finset (ZMod N)) (E : ZMod N → ℂ) : ZMod N → ℂ :=
  bloch (fun R => if R ∈ S then hopping E R else 0)

/-- Bloch phases summed over the ring give `N` at zero argument and cancel otherwise. -/
theorem phase_sum (a : ZMod N) :
    ∑ x : ZMod N, (ZMod.stdAddChar (x * a) : ℂ) = if a = 0 then (N : ℂ) else 0 := by
  rw [AddChar.sum_mulShift a (ZMod.isPrimitive_stdAddChar N)]
  split_ifs <;> simp [ZMod.card]

/-- The Bloch sum of the hoppings of a band is the band itself. -/
theorem bloch_hopping (E : ZMod N → ℂ) : bloch (hopping E) = E := by
  have hN : (N : ℂ) ≠ 0 := Nat.cast_ne_zero.mpr (NeZero.ne N)
  funext k
  calc bloch (hopping E) k
      = (N : ℂ)⁻¹ * ∑ q, (∑ R, ZMod.stdAddChar (R * (k - q))) * E q := by
        simp only [bloch, hopping, Finset.mul_sum, Finset.sum_mul]
        rw [Finset.sum_comm]
        refine Finset.sum_congr rfl fun q _ => Finset.sum_congr rfl fun R _ => ?_
        rw [show R * (k - q) = k * R + -(q * R) by ring, AddChar.map_add_eq_mul]
        ring
    _ = E k := by
        simp only [phase_sum, sub_eq_zero, ite_mul, zero_mul, Finset.sum_ite_eq,
          Finset.mem_univ, if_true]
        rw [inv_mul_cancel_left₀ hN]

/-- The hoppings of a Bloch sum are the amplitudes it was built from. -/
theorem hopping_bloch (t : ZMod N → ℂ) : hopping (bloch t) = t := by
  have hN : (N : ℂ) ≠ 0 := Nat.cast_ne_zero.mpr (NeZero.ne N)
  funext R
  calc hopping (bloch t) R
      = (N : ℂ)⁻¹ * ∑ Q, (∑ k, ZMod.stdAddChar (k * (Q - R))) * t Q := by
        simp only [bloch, hopping, Finset.mul_sum, Finset.sum_mul]
        rw [Finset.sum_comm]
        refine Finset.sum_congr rfl fun Q _ => Finset.sum_congr rfl fun k _ => ?_
        rw [show k * (Q - R) = -(k * R) + k * Q by ring, AddChar.map_add_eq_mul]
        ring
    _ = t R := by
        simp only [phase_sum, sub_eq_zero, ite_mul, zero_mul, Finset.sum_ite_eq',
          Finset.mem_univ, if_true]
        rw [inv_mul_cancel_left₀ hN]

/-- Parseval's identity: the mean of `|E k|²` over momenta is the sum of the squared
moduli of the hoppings. -/
theorem parseval (E : ZMod N → ℂ) :
    (∑ k, ‖E k‖ ^ 2) / N = ∑ R, ‖hopping E R‖ ^ 2 := by
  have hN : (N : ℂ) ≠ 0 := Nat.cast_ne_zero.mpr (NeZero.ne N)
  have hN' : (N : ℝ) ≠ 0 := Nat.cast_ne_zero.mpr (NeZero.ne N)
  have hconj : ∀ R, ∑ k, ZMod.stdAddChar (k * R) * conj (E k)
      = (N : ℂ) * conj (hopping E R) := by
    intro R
    simp only [hopping, map_mul, map_inv₀, map_natCast, map_sum,
      ← AddChar.map_neg_eq_conj, neg_neg]
    rw [mul_inv_cancel_left₀ hN]
  -- expand one factor of `|E k|²` in hoppings and exchange the sums
  have h : ∑ k, (‖E k‖ : ℂ) ^ 2 = (N : ℂ) * ∑ R, (‖hopping E R‖ : ℂ) ^ 2 := by
    calc ∑ k, (‖E k‖ : ℂ) ^ 2 = ∑ k, conj (E k) * bloch (hopping E) k := by
          simp only [bloch_hopping, Complex.conj_mul']
      _ = ∑ R, (∑ k, ZMod.stdAddChar (k * R) * conj (E k)) * hopping E R := by
          simp only [bloch, Finset.mul_sum, Finset.sum_mul]
          rw [Finset.sum_comm]
          refine Finset.sum_congr rfl fun R _ => Finset.sum_congr rfl fun k _ => ?_
          ring
      _ = (N : ℂ) * ∑ R, (‖hopping E R‖ : ℂ) ^ 2 := by
          rw [Finset.mul_sum]
          refine Finset.sum_congr rfl fun R _ => ?_
          rw [hconj, mul_assoc, Complex.conj_mul']
  have h' : ∑ k, ‖E k‖ ^ 2 = (N : ℝ) * ∑ R, ‖hopping E R‖ ^ 2 := by
    exact_mod_cast h
  rw [h', mul_div_cancel_left₀ _ hN']

/-- For a band `E'` with hoppings only in `S`, the error is the weight of the hoppings of
`E` outside `S` plus the squared mismatch of the hoppings inside `S`. -/
theorem error_split (E E' : ZMod N → ℂ) (S : Finset (ZMod N)) (h : HoppingsIn S E') :
    meanSqError E E' = ∑ R ∈ Sᶜ, ‖hopping E R‖ ^ 2
      + ∑ R ∈ S, ‖hopping E R - hopping E' R‖ ^ 2 := by
  have hsub : ∀ R, hopping (E - E') R = hopping E R - hopping E' R := by
    intro R
    simp only [hopping, Pi.sub_apply, mul_sub, Finset.sum_sub_distrib]
  have hp := parseval (E - E')
  simp only [Pi.sub_apply, hsub] at hp
  rw [meanSqError, hp, ← Finset.sum_compl_add_sum S]
  congr 1
  refine Finset.sum_congr rfl fun R hR => ?_
  rw [h R (Finset.mem_compl.mp hR), sub_zero]

/-- Among all bands with hoppings only in `S`, the least mean square error to `E` is the
sum of `|t(R)|²` outside `S`, and only the truncated band attains it. -/
theorem truncation_optimal (E : ZMod N → ℂ) (S : Finset (ZMod N)) :
    IsLeast (meanSqError E '' {E' | HoppingsIn S E'}) (∑ R ∈ Sᶜ, ‖hopping E R‖ ^ 2) ∧
    ∀ E', HoppingsIn S E' →
      (meanSqError E E' = ∑ R ∈ Sᶜ, ‖hopping E R‖ ^ 2 ↔ E' = truncate S E) := by
  have ht : ∀ R, hopping (truncate S E) R = if R ∈ S then hopping E R else 0 := by
    intro R
    rw [truncate, hopping_bloch]
  have hin : HoppingsIn S (truncate S E) := by
    intro R hR
    rw [ht, if_neg hR]
  have hval : meanSqError E (truncate S E) = ∑ R ∈ Sᶜ, ‖hopping E R‖ ^ 2 := by
    rw [error_split E _ S hin, add_eq_left]
    refine Finset.sum_eq_zero fun R hR => ?_
    rw [ht, if_pos hR, sub_self, norm_zero]
    norm_num
  refine ⟨⟨⟨truncate S E, hin, hval⟩, ?_⟩, ?_⟩
  · rintro d ⟨E', hE', rfl⟩
    rw [error_split E E' S hE']
    exact le_add_of_nonneg_right (Finset.sum_nonneg fun R _ => sq_nonneg _)
  · intro E' hE'
    constructor
    · intro h
      -- the mismatch inside `S` must vanish term by term
      rw [error_split E E' S hE', add_eq_left,
        Finset.sum_eq_zero_iff_of_nonneg (fun R _ => sq_nonneg _)] at h
      rw [← bloch_hopping E', truncate]
      congr 1
      funext R
      by_cases hR : R ∈ S
      · rw [if_pos hR]
        have h0 := norm_eq_zero.mp (pow_eq_zero_iff (two_ne_zero) |>.mp (h R hR))
        exact (sub_eq_zero.mp h0).symm
      · rw [if_neg hR, hE' R hR]
    · rintro rfl
      exact hval

/-- If `S` contains `-R` along with each `R`, truncating a real band to `S` gives a real
band. -/
theorem truncate_real (E : ZMod N → ℝ) (S : Finset (ZMod N))
    (hS : ∀ R ∈ S, -R ∈ S) (k : ZMod N) :
    (truncate S (fun q => (E q : ℂ)) k).im = 0 := by
  have hmem : ∀ R, -R ∈ S ↔ R ∈ S := fun R =>
    ⟨fun h => by simpa using hS _ h, hS R⟩
  -- hoppings of a real band at opposite lattice vectors are conjugate
  have hh : ∀ R, conj (hopping (fun q => (E q : ℂ)) R)
      = hopping (fun q => (E q : ℂ)) (-R) := by
    intro R
    simp only [hopping, map_mul, map_inv₀, map_natCast, map_sum, Complex.conj_ofReal,
      ← AddChar.map_neg_eq_conj, neg_neg, mul_neg]
  apply Complex.conj_eq_iff_im.mp
  simp only [truncate, bloch, map_sum, map_mul]
  refine Fintype.sum_equiv (Equiv.neg (ZMod N)) _ _ fun R => ?_
  simp only [Equiv.neg_apply, hmem, mul_neg, AddChar.map_neg_eq_conj]
  split_ifs
  · rw [hh]
  · rw [map_zero]

end

end TruncatedWannierHoppings
```

```lean
#print axioms TruncatedWannierHoppings.truncation_optimal
#print axioms TruncatedWannierHoppings.truncate_real
```

```
'TruncatedWannierHoppings.truncation_optimal' depends on axioms: [propext, Classical.choice, Quot.sound]
'TruncatedWannierHoppings.truncate_real' depends on axioms: [propext, Classical.choice, Quot.sound]
```

## How the proof follows the derivation

The lemma `phase_sum` is the orthogonality relation. Instead of summing a geometric series, it uses Mathlib's `AddChar.sum_mulShift`, which gives the sum for any primitive character, together with the fact that `ZMod.stdAddChar` is primitive.

The two inversions are `bloch_hopping` and `hopping_bloch`. In each, `Finset.sum_comm` exchanges the sums, and `AddChar.map_add_eq_mul` turns the phase of a sum into a product of phases. Then `phase_sum` leaves a single term, whose factor $N$ cancels the prefactor $1/N$.

In `parseval`, the auxiliary statement `hconj` is the conjugated definition of the hoppings. The chain `h` expands one factor of $|E_k|^2$ with `bloch_hopping` and exchanges the sums, as in the derivation above. This takes place in the complex numbers, because the phases are complex; `exact_mod_cast` then carries the identity over to the real numbers, where the errors live.

The lemma `error_split` first proves, as `hsub`, that hoppings are linear under subtraction of bands. It applies `parseval` to `E - E'` and divides the sum over lattice vectors into `Sᶜ` and `S` with `Finset.sum_compl_add_sum`. On `Sᶜ` the hypothesis `h` removes the hoppings of `E'`.

In `truncation_optimal`, three facts about the truncated band come first: `ht` gives its hoppings, `hin` says that it is admissible, and `hval` computes its error. The last two show that the discarded weight is among the possible errors. The lower bound follows from `error_split` and the non-negativity of squares.

For uniqueness, `Finset.sum_eq_zero_iff_of_nonneg` turns the vanishing of the mismatch into the vanishing of each of its terms. The proof then writes `E'` as the Bloch sum of its own hoppings, which reduces the equality of the two bands to an equality of hoppings. The case distinction `by_cases hR : R ∈ S` settles it: inside $S$ the mismatch is zero, and outside $S$ both hoppings are zero. The reverse implication is `hval`.

The proof of `truncate_real` shows that the truncated band equals its own conjugate, which `Complex.conj_eq_iff_im` identifies with a vanishing imaginary part. The statement `hh` is the relation $\overline{t(R)}=t(-R)$, and `hmem` says that $-R$ lies in $S$ exactly when $R$ does. The relabelling $R\to-R$ is `Fintype.sum_equiv` applied to `Equiv.neg (ZMod N)`. It acts on the sum over the whole ring, in which the hoppings outside $S$ appear as zeros, so `split_ifs` treats the kept and the dropped terms separately.
